# The energy derivative of a downfolded secular matrix gives the squared norm of the full state

## Orbitals, blocks and conventions

A stationary one-electron state is expanded in finitely many local orbitals, which need not be orthogonal. Its coefficient vector ψ obeys

Hψ = E Oψ,

where H is the Hamiltonian matrix, O the overlap matrix (often called S) and E a real energy. Some orbitals are to be retained and the rest eliminated. With the retained ones first, the secular matrix P(E) = H − E O has the block rows

(A, B) and (B†, D).

All four blocks may depend on E, and † is the conjugate transpose, written `ᴴ` in Lean and * in the file's comments. Where D is invertible, define

F = A − B D⁻¹ B†

X = (1, −D⁻¹ B†), read as a block column.

F is the downfolded secular matrix, not a Fock matrix. X attaches to each retained orbital its tail in the eliminated ones.

Invertibility of D means that the eliminated orbitals, taken alone, have no level at E.

## What the derivative says

For Hermitian H and O, and D invertible at E,

dF/dE = −X† O X.

For a fixed retained vector c and ψ = Xc, this gives

d(c† F c)/dE = −ψ† O ψ.

The right side is minus the squared norm of the full state, tails included, when O is positive definite; the theorems need only that O is Hermitian. Within a finite one-electron basis with energy-independent H and O, the retained vector c and the energy derivative of the small matrix F therefore suffice to find the norm of the full state.

## Derivation through a finite energy difference

Multiplying out the blocks gives

P(E) X(E) = (A − B D⁻¹ B†, B† − D D⁻¹ B†) = (F(E), 0).

Let D be invertible at E and also at an energy E′. The upper block of X(E′) is 1, so

X(E′)† P(E) X(E) = F(E).

Setting E′ = E shows that F is Hermitian, because P is. Exchanging the two energies and taking the adjoint gives

X(E′)† P(E′) X(E) = F(E′).

Since P(E′) − P(E) = (E − E′) O, subtraction yields

F(E′) − F(E) = (E − E′) X(E′)† O X(E).

This is exact for any such pair of energies. Divide by E′ − E and let E′ → E. The determinant of D is continuous, so D stays invertible near E and X(E′) → X(E), which gives the derivative.

The full solutions follow from the same blocks. For ψ = (c, d), the lower row B†c + Dd = 0 gives d = −D⁻¹B†c, hence ψ = Xc, and the upper row becomes Fc = 0. Conversely, Fc = 0 implies P Xc = (Fc, 0) = 0.

## Two orbitals worked through

Retain one orbital and eliminate one. Let H have rows (4, 2) and (2, 1), and O rows (1, ½) and (½, 1). Then

F(E) = 4 − E − (2 − E/2)²/(1 − E).

At E = 0, F = 4 − 4 = 0, so this is an eigenvalue. The fraction has derivative −2 + 4 = 2 there, so dF/dE = −1 − 2 = −3. The block column is X = (1, −2), and

X† O X = 1 − 2 + 4 = 3.

The retained orbital contributes 1, the cross terms −2 and the tail 4. The normalised eigenvector is (1, −2)/√3.

## Use in a band or cluster calculation

In a band calculation, H and O are taken at one fixed k-point. Choose a reference energy E₀ near the wanted levels at which D is invertible. With all blocks taken at E₀, solve D Y = B† for Y, and form F(E₀) and N = X†OX from X = (1, −Y). To first order, F(E)c = 0 becomes

F(E₀) c = (E − E₀) N c,

a generalised eigenvalue problem of the retained size. A level found this way can serve as the next E₀. Once the energy has converged, scaling c so that c†Nc = 1 normalises the full state.

## Reading the Lean statements

The finite types `m` and `n` label retained and eliminated orbitals, and `m ⊕ n` labels the whole basis. `pencil` is P, `coupling` is B, `outer` is D (not an outer product), `downfold` is F and `upfold` is X. Block A appears as `(pencil H O E).toBlocks₁₁`. The energy has type `ℝ` and is cast to `ℂ` where it multiplies O. The hypothesis `IsUnit (outer H O E).det` says that D is invertible.

`hasDerivAt_downfold` states the derivative for each entry `i j`. `hasDerivAt_full_norm` states it for the quadratic form; `⬝ᵥ` does not conjugate, hence the explicit `star`. `eigen_iff_downfold` says that ψ solves the full problem exactly when ψ = Xc for some c with Fc = 0, the zero vector included.

The step left to the physicist is the replacement of the real system by fixed finite matrices H and O. Multiple-scattering matrices that depend on energy in a non-linear way do not have the form H − E O.

## The complete file

```lean
import Mathlib

open Matrix Topology Filter

namespace LocalOrbitalDownfolding

noncomputable section

variable {m n : Type*}

/-- The secular matrix `H - E O` of a generalized eigenvalue problem; `m` labels the retained
orbitals and `n` the eliminated ones. -/
def pencil (H O : Matrix (m ⊕ n) (m ⊕ n) ℂ) (E : ℝ) : Matrix (m ⊕ n) (m ⊕ n) ℂ :=
  H - (E : ℂ) • O

/-- The block `B` of `H - E O` that couples retained to eliminated orbitals. -/
abbrev coupling (H O : Matrix (m ⊕ n) (m ⊕ n) ℂ) (E : ℝ) : Matrix m n ℂ :=
  (pencil H O E).toBlocks₁₂

/-- The block `D` of `H - E O` on the eliminated orbitals. -/
abbrev outer (H O : Matrix (m ⊕ n) (m ⊕ n) ℂ) (E : ℝ) : Matrix n n ℂ :=
  (pencil H O E).toBlocks₂₂

variable {H O : Matrix (m ⊕ n) (m ⊕ n) ℂ} {E : ℝ}

/-- For Hermitian `H` and `O` and real energy, `H - E O` is Hermitian. -/
theorem pencil_isHermitian (hH : H.IsHermitian) (hO : O.IsHermitian) (E : ℝ) :
    (pencil H O E).IsHermitian := by
  change (H - (E : ℂ) • O)ᴴ = H - (E : ℂ) • O
  rw [conjTranspose_sub, conjTranspose_smul, hH.eq, hO.eq]
  simp

/-- For Hermitian `H` and `O`, the matrix `H - E O` has the blocks `A, B, B*, D`. -/
theorem pencil_eq_blocks (hH : H.IsHermitian) (hO : O.IsHermitian) (E : ℝ) :
    pencil H O E = fromBlocks (pencil H O E).toBlocks₁₁ (coupling H O E)
      (coupling H O E)ᴴ (outer H O E) := by
  have h21 : (pencil H O E).toBlocks₂₁ = (coupling H O E)ᴴ := by
    ext i j
    exact ((pencil_isHermitian hH hO E).apply (Sum.inr i) (Sum.inl j)).symm
  rw [← h21]
  exact (fromBlocks_toBlocks _).symm

/-- Every entry of `H - E O` is continuous in the energy. -/
theorem continuous_pencil (H O : Matrix (m ⊕ n) (m ⊕ n) ℂ) (a b : m ⊕ n) :
    Continuous fun ε : ℝ => pencil H O ε a b :=
  continuous_const.sub (Complex.continuous_ofReal.mul (continuous_const (y := O a b)))

variable [Fintype m] [Fintype n] [DecidableEq m] [DecidableEq n]

/-- The downfolded matrix `F = A - B D⁻¹ B*`, meant for energies at which `D` is invertible. -/
def downfold (H O : Matrix (m ⊕ n) (m ⊕ n) ℂ) (E : ℝ) : Matrix m m ℂ :=
  (pencil H O E).toBlocks₁₁ - coupling H O E * (outer H O E)⁻¹ * (coupling H O E)ᴴ

/-- The block column `X = (1, -D⁻¹ B*)`, which attaches to each retained orbital its tail in the
eliminated ones; meant for energies at which `D` is invertible. -/
def upfold (H O : Matrix (m ⊕ n) (m ⊕ n) ℂ) (E : ℝ) : Matrix (m ⊕ n) m ℂ :=
  fromRows 1 (-((outer H O E)⁻¹ * (coupling H O E)ᴴ))

/-- Elimination step: for Hermitian `H`, `O` and invertible `D`, `(H - E O) X = (F, 0)`. -/
theorem pencil_mul_upfold (hH : H.IsHermitian) (hO : O.IsHermitian)
    (hD : IsUnit (outer H O E).det) :
    pencil H O E * upfold H O E = fromRows (downfold H O E) 0 := by
  rw [pencil_eq_blocks hH hO E, upfold, fromBlocks_mul_fromRows]
  congr 1
  · rw [downfold, Matrix.mul_one, Matrix.mul_neg, ← Matrix.mul_assoc, ← sub_eq_add_neg]
  · rw [Matrix.mul_one, Matrix.mul_neg, ← Matrix.mul_assoc, mul_nonsing_inv _ hD,
      Matrix.one_mul, add_neg_cancel]

/-- For Hermitian `H`, `O` and `D(E)` invertible, `X(E')* (H - E O) X(E) = F(E)` for every real
`E'`. -/
theorem upfold_sandwich (hH : H.IsHermitian) (hO : O.IsHermitian)
    (hD : IsUnit (outer H O E).det) (E' : ℝ) :
    (upfold H O E')ᴴ * pencil H O E * upfold H O E = downfold H O E := by
  rw [Matrix.mul_assoc, pencil_mul_upfold hH hO hD, upfold,
    conjTranspose_fromRows_eq_fromCols_conjTranspose, fromCols_mul_fromRows,
    conjTranspose_one, Matrix.one_mul, Matrix.mul_zero, add_zero]

/-- Exact secant formula: for Hermitian `H`, `O` and `D` invertible at both energies,
`F(E') - F(E) = (E - E') X(E')* O X(E)`. -/
theorem downfold_secant (hH : H.IsHermitian) (hO : O.IsHermitian) {E' : ℝ}
    (hD : IsUnit (outer H O E).det) (hD' : IsUnit (outer H O E').det) :
    downfold H O E' - downfold H O E =
      ((E - E' : ℝ) : ℂ) • ((upfold H O E')ᴴ * O * upfold H O E) := by
  have hp := pencil_isHermitian hH hO E'
  -- F(E') is Hermitian, being a congruence of a Hermitian matrix
  have hF : (downfold H O E')ᴴ = downfold H O E' := by
    rw [← upfold_sandwich hH hO hD' E', conjTranspose_mul, conjTranspose_mul,
      conjTranspose_conjTranspose, hp.eq, Matrix.mul_assoc]
  -- the adjoint of the sandwich identity at E'
  have h2 : (upfold H O E')ᴴ * pencil H O E' * upfold H O E = downfold H O E' := by
    rw [← hF, ← upfold_sandwich hH hO hD' E, conjTranspose_mul, conjTranspose_mul,
      conjTranspose_conjTranspose, hp.eq, Matrix.mul_assoc]
  have hP : pencil H O E' - pencil H O E = ((E - E' : ℝ) : ℂ) • O := by
    simp only [pencil]
    push_cast
    module
  rw [← upfold_sandwich hH hO hD E', ← h2, ← Matrix.sub_mul, ← Matrix.mul_sub, hP,
    Matrix.mul_smul, Matrix.smul_mul]

omit [Fintype m] in
/-- The block column `X` is continuous at every energy where `D` is invertible. -/
theorem upfold_continuousAt (hD : IsUnit (outer H O E).det) :
    ContinuousAt (fun ε : ℝ => upfold H O ε) E := by
  have hB : Continuous fun ε : ℝ => coupling H O ε :=
    continuous_matrix fun i j => continuous_pencil H O (Sum.inl i) (Sum.inr j)
  have hDc : Continuous fun ε : ℝ => outer H O ε :=
    continuous_matrix fun i j => continuous_pencil H O (Sum.inr i) (Sum.inr j)
  have hinv : ContinuousAt (fun ε : ℝ => (outer H O ε)⁻¹) E := by
    simp only [Matrix.inv_def, Ring.inverse_eq_inv']
    exact (hDc.matrix_det.continuousAt.inv₀ hD.ne_zero).smul hDc.matrix_adjugate.continuousAt
  have hX : Continuous fun p : Matrix n n ℂ × Matrix m n ℂ =>
      fromRows (1 : Matrix m m ℂ) (-(p.1 * p.2ᴴ)) := by
    refine continuous_matrix ?_
    rintro (i | i) j
    · exact continuous_const
    · exact (continuous_fst.matrix_mul continuous_snd.matrix_conjTranspose).neg.matrix_elem i j
  have h := ContinuousAt.comp' (f := fun ε : ℝ => ((outer H O ε)⁻¹, coupling H O ε))
    hX.continuousAt (hinv.prodMk hB.continuousAt)
  exact h

/-- Energy derivative of the downfolded matrix: for Hermitian `H`, `O` and `D` invertible at the
real energy `E`, `dF/dE = -X* O X`, entry by entry. -/
theorem hasDerivAt_downfold (hH : H.IsHermitian) (hO : O.IsHermitian)
    (hD : IsUnit (outer H O E).det) (i j : m) :
    HasDerivAt (fun ε : ℝ => downfold H O ε i j)
      (-(((upfold H O E)ᴴ * O * upfold H O E) i j)) E := by
  rw [hasDerivAt_iff_tendsto_slope]
  have hY : Continuous fun Y : Matrix (m ⊕ n) m ℂ => -((Yᴴ * O * upfold H O E) i j) :=
    (((continuous_id.matrix_conjTranspose.matrix_mul continuous_const).matrix_mul
      continuous_const).matrix_elem i j).neg
  have hc := ContinuousAt.comp' (f := fun ε : ℝ => upfold H O ε)
    hY.continuousAt (upfold_continuousAt hD)
  refine (hc.tendsto.mono_left nhdsWithin_le_nhds).congr' ?_
  -- D stays invertible near E, so the secant formula applies there
  have hDc : Continuous fun ε : ℝ => outer H O ε :=
    continuous_matrix fun i j => continuous_pencil H O (Sum.inr i) (Sum.inr j)
  have hdet := hDc.matrix_det.continuousAt.eventually_ne hD.ne_zero
  filter_upwards [hdet.filter_mono nhdsWithin_le_nhds, self_mem_nhdsWithin] with ε hε hne
  have hne' : ε - E ≠ 0 := sub_ne_zero.mpr hne
  have h := congrArg (fun M : Matrix m m ℂ => M i j) (downfold_secant hH hO hD hε.isUnit)
  simp only [Matrix.sub_apply, Matrix.smul_apply, smul_eq_mul] at h
  have hk : (((ε - E)⁻¹ : ℝ) : ℂ) * ((E - ε : ℝ) : ℂ) = -1 := by
    rw [← Complex.ofReal_mul, ← neg_sub ε E, mul_neg, inv_mul_cancel₀ hne']
    simp
  simp only [slope, vsub_eq_sub]
  rw [h, Complex.real_smul, ← mul_assoc, hk, neg_one_mul]

/-- Overlap form of the full vector: for Hermitian `H`, `O` and invertible `D`, the energy
derivative of `c* F c` at fixed `c` is minus `ψ* O ψ` for the full vector `ψ = X c`. If `O` is
positive definite, `ψ* O ψ` is the squared norm of `ψ`. -/
theorem hasDerivAt_full_norm (hH : H.IsHermitian) (hO : O.IsHermitian)
    (hD : IsUnit (outer H O E).det) (c : m → ℂ) :
    HasDerivAt (fun ε : ℝ => star c ⬝ᵥ (downfold H O ε *ᵥ c))
      (-(star (upfold H O E *ᵥ c) ⬝ᵥ (O *ᵥ (upfold H O E *ᵥ c)))) E := by
  have hv : star (upfold H O E *ᵥ c) ⬝ᵥ (O *ᵥ (upfold H O E *ᵥ c)) =
      star c ⬝ᵥ (((upfold H O E)ᴴ * O * upfold H O E) *ᵥ c) := by
    rw [star_mulVec, ← dotProduct_mulVec]
    simp only [mulVec_mulVec, Matrix.mul_assoc]
  have h : HasDerivAt (fun ε : ℝ => ∑ i, star c i * ∑ j, downfold H O ε i j * c j)
      (∑ i, star c i * ∑ j, -(((upfold H O E)ᴴ * O * upfold H O E) i j) * c j) E :=
    HasDerivAt.fun_sum fun i _ => (HasDerivAt.fun_sum fun j _ =>
      (hasDerivAt_downfold hH hO hD i j).mul_const (c j)).const_mul (star c i)
  rw [hv]
  refine h.congr_deriv ?_
  simp only [Matrix.mulVec, dotProduct, neg_mul, Finset.sum_neg_distrib, mul_neg]

/-- For Hermitian `H`, `O` and invertible `D`, the solutions of `H ψ = E O ψ` are exactly the
vectors `ψ = X c` with `F c = 0`. -/
theorem eigen_iff_downfold (hH : H.IsHermitian) (hO : O.IsHermitian)
    (hD : IsUnit (outer H O E).det) (ψ : m ⊕ n → ℂ) :
    H *ᵥ ψ = (E : ℂ) • (O *ᵥ ψ) ↔
      ∃ c : m → ℂ, downfold H O E *ᵥ c = 0 ∧ ψ = upfold H O E *ᵥ c := by
  have hpen : H *ᵥ ψ = (E : ℂ) • (O *ᵥ ψ) ↔ pencil H O E *ᵥ ψ = 0 := by
    rw [pencil, Matrix.sub_mulVec, Matrix.smul_mulVec, sub_eq_zero]
  rw [hpen]
  constructor
  · intro h
    have hb := h
    rw [pencil_eq_blocks hH hO E, fromBlocks_mulVec] at hb
    -- the lower block row determines the eliminated amplitudes
    have h2 : (coupling H O E)ᴴ *ᵥ (ψ ∘ Sum.inl) + outer H O E *ᵥ (ψ ∘ Sum.inr) = 0 :=
      funext fun i => congrFun hb (Sum.inr i)
    have h4 := congrArg (fun v => (outer H O E)⁻¹ *ᵥ v) h2
    simp only [Matrix.mulVec_add, mulVec_mulVec, nonsing_inv_mul _ hD, one_mulVec,
      mulVec_zero] at h4
    have hψ : upfold H O E *ᵥ (ψ ∘ Sum.inl) = ψ := by
      rw [upfold, fromRows_mulVec, one_mulVec, neg_mulVec, ← eq_neg_of_add_eq_zero_right h4]
      exact Sum.elim_comp_inl_inr ψ
    refine ⟨ψ ∘ Sum.inl, ?_, hψ.symm⟩
    have h5 : pencil H O E *ᵥ (upfold H O E *ᵥ (ψ ∘ Sum.inl)) = 0 := by rw [hψ, h]
    rw [mulVec_mulVec, pencil_mul_upfold hH hO hD, fromRows_mulVec] at h5
    exact funext fun i => congrFun h5 (Sum.inl i)
  · rintro ⟨c, hc, rfl⟩
    rw [mulVec_mulVec, pencil_mul_upfold hH hO hD, fromRows_mulVec, hc, zero_mulVec]
    ext (i | i) <;> rfl

end

end LocalOrbitalDownfolding
```

```lean
#print axioms LocalOrbitalDownfolding.hasDerivAt_full_norm
-- 'LocalOrbitalDownfolding.hasDerivAt_full_norm' depends on axioms: [propext, Classical.choice, Quot.sound]
#print axioms LocalOrbitalDownfolding.eigen_iff_downfold
-- 'LocalOrbitalDownfolding.eigen_iff_downfold' depends on axioms: [propext, Classical.choice, Quot.sound]
```

## From block algebra to the limit in Lean

`pencil_isHermitian` and `pencil_eq_blocks` supply the lower-left block B†. `pencil_mul_upfold` is the elimination: it compares the two block rows separately, and `mul_nonsing_inv` cancels D D⁻¹ in the lower one.

`upfold_sandwich` multiplies by X(E′)† from the left. It needs no invertibility at E′: Lean takes the inverse of a singular matrix to be the zero matrix, so X(E′) is still defined, and its lower block meets a zero. In `downfold_secant`, `hF` is the Hermiticity of F, `h2` the adjoint identity and `hP` the difference of the secular matrices.

`upfold_continuousAt` writes D⁻¹ as the adjugate divided by the determinant, using `continuous_pencil` for the entries. `hasDerivAt_downfold` then turns the derivative into a limit of slopes. The expression −X(ε)†OX(E) has the required limit as ε → E, and `filter_upwards` restricts attention to nearby ε ≠ E with D(ε) invertible, where the secant formula identifies it with the slope.

`hasDerivAt_full_norm` sums the entry derivatives with the fixed coefficients of c, while `hv` rewrites ψ†Oψ as c†(X†OX)c. In `eigen_iff_downfold`, `h2` is the lower block row, `h4` solves it for the eliminated amplitudes, and `h5` yields Fc = 0; the converse applies `pencil_mul_upfold` directly.
